# The mean excitation number of a real Thouless determinant as the derivative of log det(1 + x tᵀt) at x = 1

Let $t$ be a real $m\times n$ matrix of amplitudes from $n$ occupied to $m$ virtual spin orbitals, and let $G=t^Tt$. For every $x\ge 0$,

$$\frac{d}{dx}\log\det(1+xG)=\operatorname{tr}\big(G(1+xG)^{-1}\big).$$

The Thouless determinant of $t$ is built by adding to each occupied orbital $i$ the virtual orbitals $a$ with amplitudes $t_{ai}$. At $x=1$ the derivative is the mean number $N(t)$ of electrons in virtual orbitals in this determinant, once normalised, and $N(t)<n$ when $n>0$. The singles factor $e^{T_1}$ of coupled-cluster theory, acting alone on the reference, gives such a determinant, and $N(t)$ is one measure of how far it moves the reference. Doubles are left out here.

```lean
import Mathlib

open Matrix

namespace ThoulessExcitationNumber

noncomputable section

variable {m n : Type*} [Fintype m] [Fintype n] [DecidableEq n]
```

In Lean, `m` and `n` are finite index types, possibly empty, whose sizes are the numbers $m$ and $n$. `Matrix m n ℝ` has rows labelled by `m` and columns by `n`.

```lean
/-- The Thouless orbitals `[1; t]`: each occupied orbital plus its admixture of virtual
orbitals with amplitudes `t`. -/
def orbitals (t : Matrix m n ℝ) : Matrix (n ⊕ m) n ℝ := fromRows 1 t
```

The columns of $Y=\begin{pmatrix}1\\t\end{pmatrix}$ are the unnormalised Thouless orbitals in an orthonormal basis. The row index `n ⊕ m` lists occupied orbitals first, then virtual ones. Thouless's theorem says that every determinant of $n$ real orbitals not orthogonal to the reference can be written this way, up to a factor; here that form is the starting point and is not derived.

```lean
/-- The one-particle density matrix of the Thouless determinant: the orthogonal projector
`Y (Yᵀ Y)⁻¹ Yᵀ` built from its orbitals `Y`. -/
def density (t : Matrix m n ℝ) : Matrix (n ⊕ m) (n ⊕ m) ℝ :=
  orbitals t * ((orbitals t)ᵀ * orbitals t)⁻¹ * (orbitals t)ᵀ
```

This is $P=Y(Y^TY)^{-1}Y^T$. The inverse corrects for the non-orthonormal columns, so every normalised orbital in the span of the columns of $Y$ has occupation one.

```lean
/-- The mean excitation number: the total occupation of the virtual orbitals. -/
def excitationNumber (t : Matrix m n ℝ) : ℝ := ∑ a : m, density t (Sum.inr a) (Sum.inr a)
```

`Sum.inr a` selects virtual orbital $a$, so $N(t)=\sum_a P_{aa}$. No logarithm enters the definition.

A different model would build $e^{T_1}|0\rangle$ in Fock space, normalise it and take the expectation value of the virtual number operator. The projector formula would then need a proof instead of being a definition.

```lean
/-- The matrix `1 + x tᵀt` is positive definite for every `x ≥ 0`. -/
theorem posDef_one_add (t : Matrix m n ℝ) {x : ℝ} (hx : 0 ≤ x) :
    (1 + x • (tᵀ * t)).PosDef := by
  have h : (tᵀ * t).PosSemidef := by
    rw [← conjTranspose_eq_transpose_of_trivial t]
    exact posSemidef_conjTranspose_mul_self t
  exact PosDef.one.add_posSemidef (h.smul hx)
```

Here `•` is multiplication by a scalar. For $v\neq0$,

$$v^T(1+xG)v=|v|^2+x|tv|^2>0.$$

Lean adds the positive definite identity to a positive semidefinite matrix. The determinant is therefore positive.

```lean
/-- Jacobi's formula along the line `1 + y G`, at a point where this matrix is invertible. -/
theorem hasDerivAt_det (G : Matrix n n ℝ) (x : ℝ) (h : IsUnit (1 + x • G).det) :
    HasDerivAt (fun y : ℝ => (1 + y • G).det)
      ((1 + x • G).det * trace (G * (1 + x • G)⁻¹)) x := by
  -- factor out the matrix at the base point
  have hfac : ∀ y : ℝ, (1 + y • G).det =
      (1 + x • G).det * (1 + (y - x) • ((1 + x • G)⁻¹ * G)).det := by
    intro y
    rw [← det_mul, Matrix.mul_add, Matrix.mul_one, Matrix.mul_smul, ← Matrix.mul_assoc,
      mul_nonsing_inv _ h, Matrix.one_mul]
    congr 1
    module
  -- expand the remaining determinant to first order
  obtain ⟨q, hq⟩ : ∃ q : Polynomial ℝ, ∀ r : ℝ, (1 + r • ((1 + x • G)⁻¹ * G)).det =
      1 + trace ((1 + x • G)⁻¹ * G) * r + q.eval r * r ^ 2 :=
    ⟨_, fun r => det_one_add_smul r _⟩
  have hs : HasDerivAt (fun y : ℝ => y - x) 1 x := (hasDerivAt_id' x).sub_const x
  have hqd : HasDerivAt (fun y : ℝ => q.eval (y - x)) (q.derivative.eval (x - x) * 1) x :=
    (q.hasDerivAt (x - x)).comp_of_eq x hs rfl
  have key := (((hs.const_mul (trace ((1 + x • G)⁻¹ * G))).const_add 1).fun_add
    (hqd.fun_mul (hs.fun_pow 2))).const_mul (1 + x • G).det
  have hfun : (fun y : ℝ => (1 + y • G).det) = fun y : ℝ => (1 + x • G).det *
      (1 + trace ((1 + x • G)⁻¹ * G) * (y - x) + q.eval (y - x) * (y - x) ^ 2) :=
    funext fun y => by rw [hfac y, hq]
  rw [hfun]
  refine key.congr_deriv ?_
  rw [trace_mul_comm G]
  simp
```

`HasDerivAt f d x` says that $f$ has derivative $d$ at $x$. Put $A=1+xG$, assumed invertible. Then (`hfac`)

$$\det(1+yG)=\det A\,\det\big(1+(y-x)A^{-1}G\big).$$

With $r=y-x$, the second factor is $1+r\operatorname{tr}(A^{-1}G)+r^2q(r)$ for a polynomial $q$ (`hq`). Differentiating at $r=0$ (`key`) removes the last term and leaves $\det A\,\operatorname{tr}(A^{-1}G)$, which equals $\det A\,\operatorname{tr}(GA^{-1})$ by cyclicity.

```lean
/-- The virtual occupation of the Thouless determinant is `tr (G (1 + G)⁻¹)` with
`G = tᵀt`. -/
theorem excitationNumber_eq (t : Matrix m n ℝ) :
    excitationNumber t = trace (tᵀ * t * (1 + tᵀ * t)⁻¹) := by
  have hgram : (orbitals t)ᵀ * orbitals t = 1 + tᵀ * t := by
    unfold orbitals
    rw [transpose_fromRows, fromCols_mul_fromRows, transpose_one, Matrix.one_mul]
  -- the virtual block of the density matrix is `t (1 + G)⁻¹ tᵀ`
  have hvirt : excitationNumber t = trace (t * (1 + tᵀ * t)⁻¹ * tᵀ) := by
    unfold excitationNumber density
    rw [hgram]
    generalize (1 + tᵀ * t)⁻¹ = B
    simp [trace, Matrix.mul_apply, orbitals]
  rw [hvirt, trace_mul_comm, ← Matrix.mul_assoc]
```

Since $Y^TY=1+G$ (`hgram`), the virtual block of $P$ is $t(1+G)^{-1}t^T$ (`hvirt`). Cyclicity gives

$$N(t)=\operatorname{tr}\big(t(1+G)^{-1}t^T\big)=\operatorname{tr}\big(G(1+G)^{-1}\big).$$

```lean
/-- For `x ≥ 0` the function `log det (1 + x G)`, `G = tᵀt`, has derivative
`tr (G (1 + x G)⁻¹)`; at `x = 1` the derivative is the mean excitation number of the Thouless
determinant, which is less than the number of occupied orbitals if there are any. -/
theorem hasDerivAt_log_det_and_excitationNumber_lt (t : Matrix m n ℝ) :
    (∀ x : ℝ, 0 ≤ x → HasDerivAt (fun y : ℝ => Real.log (1 + y • (tᵀ * t)).det)
      (trace (tᵀ * t * (1 + x • (tᵀ * t))⁻¹)) x) ∧
    HasDerivAt (fun y : ℝ => Real.log (1 + y • (tᵀ * t)).det) (excitationNumber t) 1 ∧
    (0 < Fintype.card n → excitationNumber t < Fintype.card n) := by
  have hder : ∀ x : ℝ, 0 ≤ x → HasDerivAt (fun y : ℝ => Real.log (1 + y • (tᵀ * t)).det)
      (trace (tᵀ * t * (1 + x • (tᵀ * t))⁻¹)) x := by
    intro x hx
    have hne := (posDef_one_add t hx).det_pos.ne'
    exact ((hasDerivAt_det (tᵀ * t) x hne.isUnit).log hne).congr_deriv
      (mul_div_cancel_left₀ _ hne)
  refine ⟨hder, ?_, fun hn => ?_⟩
  · have h1 := hder 1 zero_le_one
    rw [one_smul, ← excitationNumber_eq] at h1
    exact h1
  · have : Nonempty n := Fintype.card_pos_iff.mp hn
    have hA := posDef_one_add t zero_le_one
    rw [one_smul] at hA
    -- `G (1 + G)⁻¹ = 1 - (1 + G)⁻¹`, and the subtracted part has positive trace
    have h1 := mul_nonsing_inv _ hA.det_pos.ne'.isUnit
    rw [Matrix.add_mul, Matrix.one_mul, add_comm] at h1
    have hpos := hA.inv.trace_pos
    rw [excitationNumber_eq, eq_sub_of_add_eq h1, trace_sub, trace_one]
    linarith
```

The three parts joined by `∧` are the derivative for all $x\ge0$, its value at $x=1$, and the bound. For the first, the chain rule divides Jacobi's formula by the nonzero determinant. The second inserts the trace formula for $N(t)$. For the third, $(1+G)(1+G)^{-1}=1$ gives

$$N(t)=n-\operatorname{tr}(1+G)^{-1}<n,$$

because the inverse is positive definite and, for $n>0$, has positive trace.

In a program, one Cholesky factorisation of $1+G$ supplies both the log-determinant and the solution of $(1+G)X=G$, whose trace is $N(t)$. A finite difference of the log-determinant in $x$ then tests the code.

```lean
/-- Scaling all amplitudes by `c` gives the mean excitation number
`c² tr (G (1 + c² G)⁻¹)`. -/
theorem excitationNumber_smul (c : ℝ) (t : Matrix m n ℝ) :
    excitationNumber (c • t) = c ^ 2 * trace (tᵀ * t * (1 + c ^ 2 • (tᵀ * t))⁻¹) := by
  have h : (c • t)ᵀ * (c • t) = c ^ 2 • (tᵀ * t) := by
    rw [transpose_smul, Matrix.smul_mul, Matrix.mul_smul, smul_smul, sq]
  rw [excitationNumber_eq, h, Matrix.smul_mul, trace_smul, smul_eq_mul]
```

Replacing $t$ by $ct$ replaces $G$ by $c^2G$, so $N(ct)=c^2\operatorname{tr}\big(G(1+c^2G)^{-1}\big)$.

```lean
/-- Particle-hole symmetry: exchanging occupied and virtual orbitals, `t → tᵀ`, leaves the
mean excitation number unchanged. -/
theorem excitationNumber_transpose [DecidableEq m] (t : Matrix m n ℝ) :
    excitationNumber tᵀ = excitationNumber t := by
  have hA := posDef_one_add t zero_le_one
  have hB := posDef_one_add tᵀ zero_le_one
  rw [one_smul] at hA hB
  rw [transpose_transpose] at hB
  have hA' := hA.det_pos.ne'.isUnit
  have hB' := hB.det_pos.ne'.isUnit
  have h : (1 + t * tᵀ) * t = t * (1 + tᵀ * t) := by
    rw [Matrix.add_mul, Matrix.mul_add, Matrix.one_mul, Matrix.mul_one, Matrix.mul_assoc]
  -- push `t` through the inverse
  have hpush : t * (1 + tᵀ * t)⁻¹ = (1 + t * tᵀ)⁻¹ * t := by
    calc t * (1 + tᵀ * t)⁻¹
        = (1 + t * tᵀ)⁻¹ * ((1 + t * tᵀ) * t) * (1 + tᵀ * t)⁻¹ := by
          rw [← Matrix.mul_assoc (1 + t * tᵀ)⁻¹, nonsing_inv_mul _ hB', Matrix.one_mul]
      _ = (1 + t * tᵀ)⁻¹ * (t * (1 + tᵀ * t)) * (1 + tᵀ * t)⁻¹ := by rw [h]
      _ = (1 + t * tᵀ)⁻¹ * t := by
          rw [Matrix.mul_assoc, Matrix.mul_assoc t, mul_nonsing_inv _ hA', Matrix.mul_one]
  rw [excitationNumber_eq, excitationNumber_eq, transpose_transpose,
    Matrix.mul_assoc tᵀ t, hpush, trace_mul_comm tᵀ,
    Matrix.mul_assoc (1 + t * tᵀ)⁻¹ t tᵀ, trace_mul_comm (1 + t * tᵀ)⁻¹]
```

From $(1+tt^T)t=t(1+t^Tt)$ follows $t(1+t^Tt)^{-1}=(1+tt^T)^{-1}t$ (`hpush`). Hence

$$N(t)=\operatorname{tr}\big(t^T(1+tt^T)^{-1}t\big)=\operatorname{tr}\big(tt^T(1+tt^T)^{-1}\big)=N(t^T).$$

The orbitals left empty by the determinant are spanned by the columns of $\begin{pmatrix}-t^T\\1\end{pmatrix}$, so the holes have amplitudes $-t^T$, and the sign does not change $N$. The equality says that there are on average as many electrons in virtual orbitals as holes in occupied ones.

```lean
/-- The mean excitation number is positive exactly when some amplitude is nonzero. -/
theorem excitationNumber_pos_iff (t : Matrix m n ℝ) : 0 < excitationNumber t ↔ t ≠ 0 := by
  constructor
  · rintro h rfl
    simp [excitationNumber_eq] at h
  · intro ht
    have hA := posDef_one_add t zero_le_one
    rw [one_smul] at hA
    have hpos : ∀ v : n → ℝ, v ≠ 0 → 0 < v ⬝ᵥ ((1 + tᵀ * t)⁻¹ *ᵥ v) := by
      intro v hv
      have h := hA.inv.dotProduct_mulVec_pos hv
      rwa [star_trivial] at h
    -- each virtual orbital contributes a positive quadratic form in its amplitudes
    have hN : excitationNumber t = ∑ a, t a ⬝ᵥ ((1 + tᵀ * t)⁻¹ *ᵥ t a) := by
      rw [excitationNumber_eq, Matrix.mul_assoc, trace_mul_comm, Matrix.mul_assoc]

      rfl
    obtain ⟨a, ha⟩ : ∃ a, t a ≠ 0 := by
      by_contra hc
      push Not at hc
      exact ht (funext hc)
    rw [hN]
    refine Finset.sum_pos' (fun b _ => ?_) ⟨a, Finset.mem_univ a, hpos _ ha⟩
    by_cases hb : t b = 0
    · rw [hb, zero_dotProduct]
    · exact (hpos _ hb).le
```

Let $t_a$ be row $a$ of $t$, written as a column vector. Then (`hN`)

$$N(t)=\sum_a t_a^T(1+G)^{-1}t_a.$$

Every term is nonnegative, and a nonzero row gives a positive one. Conversely, $t=0$ gives $N=0$.

```lean
/-- If each occupied orbital is mixed with its own virtual partner with amplitude `c`, the mean
excitation number is `n c² / (1 + c²)`. -/
theorem excitationNumber_smul_one (c : ℝ) :
    excitationNumber (c • (1 : Matrix n n ℝ)) = Fintype.card n * (c ^ 2 / (1 + c ^ 2)) := by
  have hc : (1 + c ^ 2 : ℝ) ≠ 0 := by positivity
  have hinv : (1 + c ^ 2 • (1 : Matrix n n ℝ))⁻¹ = (1 + c ^ 2)⁻¹ • (1 : Matrix n n ℝ) := by
    apply inv_eq_right_inv
    have h : 1 + c ^ 2 • (1 : Matrix n n ℝ) = (1 + c ^ 2) • (1 : Matrix n n ℝ) := by module
    rw [h, Matrix.smul_mul, Matrix.one_mul, smul_smul, mul_inv_cancel₀ hc, one_smul]
  rw [excitationNumber_smul, transpose_one, Matrix.one_mul, hinv, Matrix.one_mul,
    trace_smul, trace_one, smul_eq_mul]
  ring

end

end ThoulessExcitationNumber
```

For $m=n$ and $t=c\,1$, the inverse of $1+c^2\,1$ is $(1+c^2)^{-1}1$, so

$$N(c\,1)=\frac{n\,c^2}{1+c^2}.$$

Each virtual partner has occupation $c^2/(1+c^2)$. As $c$ grows, $N$ approaches $n$, so no smaller bound depending on $n$ alone holds for all $m$.

```lean
#print axioms ThoulessExcitationNumber.hasDerivAt_log_det_and_excitationNumber_lt
#print axioms ThoulessExcitationNumber.excitationNumber_transpose
#print axioms ThoulessExcitationNumber.excitationNumber_pos_iff
#print axioms ThoulessExcitationNumber.excitationNumber_smul_one
```

```
'ThoulessExcitationNumber.hasDerivAt_log_det_and_excitationNumber_lt' depends on axioms: [propext, Classical.choice, Quot.sound]
'ThoulessExcitationNumber.excitationNumber_transpose' depends on axioms: [propext, Classical.choice, Quot.sound]
'ThoulessExcitationNumber.excitationNumber_pos_iff' depends on axioms: [propext, Classical.choice, Quot.sound]
'ThoulessExcitationNumber.excitationNumber_smul_one' depends on axioms: [propext, Classical.choice, Quot.sound]
```
